# Derivatives of the Bose–Einstein occupation and of log(1 − e^(−g)) along a path of reduced frequency

For a harmonic mode with positive reduced frequency g = ħω/k_BT, the Bose–Einstein occupation is 1/(e^g − 1), and log(1 − e^(−g)) is the mode's free energy in units of k_BT, without the zero-point term. The lemma takes a real function g that has derivative g′ at a point t, with g(t) > 0, and states that at t these two quantities have derivatives −g′e^g/(e^g − 1)² and g′/(e^g − 1). The proof first shows that e^g − 1 and 1 − e^(−g) are positive at t, so that the denominators and the argument of the logarithm are nonzero. It then applies the quotient rule to the occupation and the chain rule to the logarithm, and brings the second derivative to the stated form with the identity e^(−g)e^g = 1.

The failing Lean file:

```lean
import Mathlib

namespace HasDerivAtReduced

noncomputable section

/-- Derivatives of `1/(e^g - 1)` and `log (1 - e^{-g})` along a differentiable path of the
reduced frequency `g`, at a point where `g` is positive. -/
theorem hasDerivAt_reduced {g : ℝ → ℝ} {g' t : ℝ} (hg : HasDerivAt g g' t) (h0 : 0 < g t) :
    HasDerivAt (fun s => 1 / (Real.exp (g s) - 1))
      (-(g' * Real.exp (g t) / (Real.exp (g t) - 1) ^ 2)) t ∧
    HasDerivAt (fun s => Real.log (1 - Real.exp (-g s))) (g' / (Real.exp (g t) - 1)) t := by
  have h1 : 0 < Real.exp (g t) - 1 := by linarith [Real.add_one_le_exp (g t)]
  have h3 : 0 < 1 - Real.exp (-g t) := by
    have := Real.exp_lt_one (show -g t < 0 by linarith)
    linarith
  have he : Real.exp (-g t) * Real.exp (g t) = 1 := by
    rw [← Real.exp_add, neg_add_cancel, Real.exp_zero]
  constructor
  · exact ((hasDerivAt_const t (1 : ℝ)).fun_div (hg.exp.sub_const 1) h1.ne').congr_deriv
      (by ring)
  · have h : HasDerivAt (fun s => Real.log (1 - Real.exp (-g s)))
        (-(Real.exp (-g t) * -g') / (1 - Real.exp (-g t))) t :=
      (hg.fun_neg.exp.const_sub 1).log h3.ne'
    refine h.congr_deriv ?_
    rw [div_eq_div_iff h3.ne' h1.ne']
    linear_combination g' * he

end

end HasDerivAtReduced
```

Lean reports:

```
Main.lean:15:12: error(lean.unknownIdentifier): Unknown constant `Real.exp_lt_one`
```

The single error is a missing name: Lean finds no constant called `Real.exp_lt_one` in the environment given by `import Mathlib`. The call stands in the proof of `h3`, the positivity of `1 - Real.exp (-g t)`, where it was meant to turn `-g t < 0` into `Real.exp (-g t) < 1`. The mathematical step is sound; only the reference to a lemma fails.

The repair uses `Real.exp_lt_one_iff`, which does exist and states the fact as an equivalence: the exponential of a real number is below 1 exactly when the number is negative. Since an equivalence cannot be applied directly to a proof of one side, `.mpr` selects the direction from right to left, which takes the proof of `-g t < 0` and returns the needed bound. The `linarith` on the next line then derives `h3` from it. Nothing else in the file changes.

After these edits no error is left:

```diff
@@ -13,5 +13,5 @@
   have h1 : 0 < Real.exp (g t) - 1 := by linarith [Real.add_one_le_exp (g t)]
   have h3 : 0 < 1 - Real.exp (-g t) := by
-    have := Real.exp_lt_one (show -g t < 0 by linarith)
+    have := Real.exp_lt_one_iff.mpr (show -g t < 0 by linarith)
     linarith
   have he : Real.exp (-g t) * Real.exp (g t) = 1 := by
```
